# With levels full or empty, conserved spin gives an integer moment; spin mixing gives a fractional one in a two-level model

I am computing the spin moment of a small magnetic molecule with a fixed number of electrons. Without spin-orbit coupling it is a whole number of Bohr magnetons. With the coupling switched on it becomes fractional, although the electron number is still whole. Is that a convergence problem, or can the moment really be fractional?

## Spin mixing, not lost electrons

It can really be fractional. When every level is either full or empty, conservation of \(\sigma_z\) keeps the moment an integer, and spin-orbit coupling can break that conservation.

Take non-interacting electrons with a finite Hermitian one-particle matrix \(H\), and let \(P\) project onto its eigenvalues below \(\mu\). With \(Z=\sigma_z\otimes 1\), the spin moment along \(z\), in Bohr magnetons, is \(\operatorname{tr}(ZP)\), up to the sign convention and with \(g=2\).

Suppose \(ZH=HZ\). In an eigenbasis of \(H\) this reads \((E_i-E_j)Z_{ij}=0\), so \(Z\) connects only equal energies. Such states are both occupied or both empty, hence \(ZP=PZ\). Now set \(Q_\pm=(P\pm ZP)/2\). Since \(P^2=P\) and \(Z^2=1\),
\[
Q_\pm^2=\tfrac14(P\pm 2ZP+P)=Q_\pm .
\]
The trace of an idempotent matrix is its rank, so \(\operatorname{tr}Q_+=N_\uparrow\) and \(\operatorname{tr}Q_-=N_\downarrow\) are natural numbers. Therefore
\[
\operatorname{tr}P=N_\uparrow+N_\downarrow=N,\qquad \operatorname{tr}(ZP)=N_\uparrow-N_\downarrow=N-2N_\downarrow .
\]
The moment is an integer with the parity of \(N\), and its size is at most \(N\).

For spin mixing, take a spin-up state in one orbital and a spin-down state in another, orthogonal orbital, split by \(2b>0\) and joined by a real spin-flip matrix element \(c\). In this pair \(\sigma_z\) is still the spin along \(z\), while \(\sigma_x\) only exchanges the two states:
\[
H=-b\sigma_z+c\sigma_x,\qquad H^2=r^2,\qquad r=\sqrt{b^2+c^2}.
\]
The energies can only be \(\pm r\), and \((b+r,-c)\) is a nonzero, unnormalised eigenvector for \(-r\). Because \(\sigma_x\) and \(\sigma_z\) anticommute, \(H\sigma_z+\sigma_zH=-2b\). In the normalised lower state, with moment \(m=\langle\sigma_z\rangle\), this gives \(-2rm=-2b\), so
\[
m=\frac{b}{\sqrt{b^2+c^2}} .
\]
If \(c\neq0\), then \(0<m<1\); if \(c=0\), then \(m=1\).

For example, \(b=3\) and \(c=4\) give \(r=5\). The lower state is \((2,-1)/\sqrt5\), and its moment is \((4-1)/5=3/5\): one electron, fractional moment. Because the two orbitals are orthogonal, the spin has no average component along \(x\) or \(y\), so the moment is reduced and not just tilted. Within a single orbital, the same matrix would only turn a full moment away from \(z\).

In `spinZ` and `integer_moment`, `n` labels the orbitals and `Fin 2` the spin, and `spinZ n` is \(Z\). In `lowerProj` and the general matrix lemmas, `n` stands for any finite index set, which `integer_moment` takes to be `Fin 2 × n`. `lowerProj hH μ` is \(P\), built from the eigenvectors with eigenvalue strictly below `μ`. The theorem `integer_moment` assumes that \(H\) is Hermitian and commutes with \(Z\), and yields a natural `N` and an integer `k` for the two traces, with `k ≡ N [ZMOD 2]` and `|k| ≤ N`. The two-level theorems use an eigenvector `ψ` in place of a projector; `star ψ ⬝ᵥ ψ = 1` normalises it.

In Lean 4 with Mathlib:

```lean
import Mathlib

open Matrix
open scoped Kronecker

namespace SpinMoment

noncomputable section

variable {n : Type*} [Fintype n] [DecidableEq n]

/-- The projector onto the eigenvectors of a Hermitian matrix with eigenvalue below `μ`. -/
def lowerProj {H : Matrix n n ℂ} (hH : H.IsHermitian) (μ : ℝ) : Matrix n n ℂ :=
  (hH.eigenvectorUnitary : Matrix n n ℂ) *
    diagonal (fun i => if hH.eigenvalues i < μ then (1 : ℂ) else 0) *
    star (hH.eigenvectorUnitary : Matrix n n ℂ)

/-- The Pauli matrix `σ_z`. -/
def sigmaZ : Matrix (Fin 2) (Fin 2) ℂ := !![1, 0; 0, -1]

/-- The Pauli matrix `σ_x`. -/
def sigmaX : Matrix (Fin 2) (Fin 2) ℂ := !![0, 1; 1, 0]

/-- The spin operator `σ_z ⊗ 1` on spin and orbital space. -/
def spinZ (n : Type*) [DecidableEq n] : Matrix (Fin 2 × n) (Fin 2 × n) ℂ :=
  sigmaZ ⊗ₖ (1 : Matrix n n ℂ)

/-- The two-level Hamiltonian `-b σ_z + c σ_x`. -/
def twoLevel (b c : ℝ) : Matrix (Fin 2) (Fin 2) ℂ :=
  (-(b : ℂ)) • sigmaZ + (c : ℂ) • sigmaX

/-- A matrix that commutes with a Hermitian `H` commutes with the projector onto the
eigenvalues of `H` below `μ`. -/
theorem lowerProj_comm {H Z : Matrix n n ℂ} (hH : H.IsHermitian) (μ : ℝ)
    (h : Z * H = H * Z) : Z * lowerProj hH μ = lowerProj hH μ * Z := by
  have key : ∀ (U V : Matrix n n ℂ) (d : n → ℝ), V * U = 1 → U * V = 1 →
      H = U * diagonal (fun i => (d i : ℂ)) * V →
      Z * (U * diagonal (fun i => if d i < μ then (1 : ℂ) else 0) * V) =
        U * diagonal (fun i => if d i < μ then (1 : ℂ) else 0) * V * Z := by
    intro U V d hVU hUV hD
    have h1 : V * Z * U * diagonal (fun i => (d i : ℂ)) =
        diagonal (fun i => (d i : ℂ)) * (V * Z * U) := by
      calc _ = V * (Z * H) * U := by
            rw [hD]; simp only [Matrix.mul_assoc, hVU, Matrix.mul_one]
        _ = _ := by
            rw [h, hD]; simp only [← Matrix.mul_assoc, hVU, Matrix.one_mul]
    -- no matrix elements between different eigenvalues
    have h2 : V * Z * U * diagonal (fun i => if d i < μ then (1 : ℂ) else 0) =
        diagonal (fun i => if d i < μ then (1 : ℂ) else 0) * (V * Z * U) := by
      ext i j
      have e := congrFun (congrFun h1 i) j
      rw [mul_diagonal, diagonal_mul] at e ⊢
      by_cases hd : d i = d j
      · rw [hd, mul_comm]
      · have h0 : ((d i : ℂ) - d j) * (V * Z * U) i j = 0 := by linear_combination -e
        rcases mul_eq_zero.mp h0 with h3 | h3
        · exact absurd (by exact_mod_cast sub_eq_zero.mp h3) hd
        · rw [h3, zero_mul, mul_zero]
    calc _ = U * (V * Z * U * diagonal (fun i => if d i < μ then (1 : ℂ) else 0)) * V := by
          simp only [← Matrix.mul_assoc, hUV, Matrix.one_mul]
      _ = _ := by rw [h2]; simp only [Matrix.mul_assoc, hUV, Matrix.mul_one]
  have hD := hH.spectral_theorem
  rw [Unitary.conjStarAlgAut_apply] at hD
  exact key _ _ _ (mem_unitaryGroup_iff'.mp hH.eigenvectorUnitary.2)
    (mem_unitaryGroup_iff.mp hH.eigenvectorUnitary.2) hD

/-- The matrix `lowerProj` is idempotent. -/
theorem lowerProj_idem {H : Matrix n n ℂ} (hH : H.IsHermitian) (μ : ℝ) :
    lowerProj hH μ * lowerProj hH μ = lowerProj hH μ := by
  have key : ∀ U F V : Matrix n n ℂ, V * U = 1 → F * F = F →
      U * F * V * (U * F * V) = U * F * V := by
    intro U F V h hF
    calc _ = U * (F * (V * U) * F) * V := by simp only [Matrix.mul_assoc]
      _ = _ := by rw [h, Matrix.mul_one, hF]
  refine key _ _ _ (mem_unitaryGroup_iff'.mp hH.eigenvectorUnitary.2) ?_
  rw [diagonal_mul_diagonal]
  congr 1
  ext i
  split_ifs <;> simp

/-- If an idempotent `P` commutes with `Z` and `Z² = 1`, then `tr P` is a sum `a + b` of two
natural numbers and `tr (Z P)` is their difference `a - b`. -/
theorem trace_split {P Z : Matrix n n ℂ} (hP : P * P = P) (hZ : Z * Z = 1)
    (hc : Z * P = P * Z) :
    ∃ a b : ℕ, P.trace = a + b ∧ (Z * P).trace = a - b := by
  -- the trace of an idempotent is the dimension of its range
  have idem : ∀ Q : Matrix n n ℂ, Q * Q = Q → ∃ k : ℕ, Q.trace = k := by
    intro Q hQ
    have hp : LinearMap.IsProj (LinearMap.range (toLin' Q)) (toLin' Q) :=
      ⟨fun x => ⟨x, rfl⟩, by
        rintro _ ⟨x, rfl⟩
        simp only [toLin'_apply, mulVec_mulVec, hQ]⟩
    have h := hp.trace
    rw [LinearMap.trace_eq_matrix_trace ℂ (Pi.basisFun ℂ n),
      LinearMap.toMatrix_eq_toMatrix', LinearMap.toMatrix'_toLin'] at h
    exact ⟨_, h⟩
  have h1 : P * (Z * P) = Z * P := by
    rw [← Matrix.mul_assoc, ← hc, Matrix.mul_assoc, hP]
  have h2 : Z * P * P = Z * P := by rw [Matrix.mul_assoc, hP]
  have h3 : Z * P * (Z * P) = P := by
    rw [Matrix.mul_assoc, h1, ← Matrix.mul_assoc, hZ, Matrix.one_mul]
  -- the parts of `P` with `Z = 1` and `Z = -1`
  obtain ⟨a, ha⟩ := idem ((1 / 2 : ℂ) • (P + Z * P)) (by
    rw [Matrix.smul_mul, Matrix.mul_smul, Matrix.add_mul, Matrix.mul_add, Matrix.mul_add,
      hP, h1, h2, h3]
    module)
  obtain ⟨b, hb⟩ := idem ((1 / 2 : ℂ) • (P - Z * P)) (by
    rw [Matrix.smul_mul, Matrix.mul_smul, Matrix.sub_mul, Matrix.mul_sub, Matrix.mul_sub,
      hP, h1, h2, h3]
    module)
  rw [trace_smul, trace_add, smul_eq_mul] at ha
  rw [trace_smul, trace_sub, smul_eq_mul] at hb
  exact ⟨a, b, by linear_combination ha + hb, by linear_combination ha - hb⟩

/-- If a Hermitian `H` commutes with `Z = σ_z ⊗ 1` and `P` projects onto its eigenvalues below
`μ`, then `tr (Z P)` is an integer with the parity of `tr P`, and at most `tr P` in size. -/
theorem integer_moment {H : Matrix (Fin 2 × n) (Fin 2 × n) ℂ} (hH : H.IsHermitian)
    (hc : spinZ n * H = H * spinZ n) (μ : ℝ) :
    ∃ (N : ℕ) (k : ℤ), (lowerProj hH μ).trace = N ∧
      (spinZ n * lowerProj hH μ).trace = k ∧ k ≡ N [ZMOD 2] ∧ |k| ≤ N := by
  have hz : sigmaZ * sigmaZ = 1 := by
    ext i j
    fin_cases i <;> fin_cases j <;> simp [sigmaZ, Matrix.mul_apply, Fin.sum_univ_succ]
  have hZ : spinZ n * spinZ n = 1 := by
    unfold spinZ
    rw [← mul_kronecker_mul, hz, Matrix.one_mul, one_kronecker_one]
  obtain ⟨a, b, h1, h2⟩ := trace_split (lowerProj_idem hH μ) hZ (lowerProj_comm hH μ hc)
  refine ⟨a + b, (a : ℤ) - b, by simp [h1], by simp [h2], ?_, ?_⟩
  · unfold Int.ModEq
    omega
  · exact abs_le.mpr ⟨by omega, by omega⟩

/-- The matrix `σ_z ⊗ σ_x` is Hermitian and commutes with `σ_z ⊗ 1`. -/
theorem integer_moment_witness :
    (sigmaZ ⊗ₖ sigmaX).IsHermitian ∧
      spinZ (Fin 2) * (sigmaZ ⊗ₖ sigmaX) = (sigmaZ ⊗ₖ sigmaX) * spinZ (Fin 2) := by
  have hz : sigmaZᴴ = sigmaZ := by
    ext i j
    fin_cases i <;> fin_cases j <;> simp [sigmaZ]
  have hx : sigmaXᴴ = sigmaX := by
    ext i j
    fin_cases i <;> fin_cases j <;> simp [sigmaX]
  constructor
  · unfold Matrix.IsHermitian
    rw [conjTranspose_kronecker, hz, hx]
  · unfold spinZ
    rw [← mul_kronecker_mul, ← mul_kronecker_mul, Matrix.one_mul, Matrix.mul_one]

/-- The eigenvalue equation of `-b σ_z + c σ_x`, written in components. -/
theorem twoLevel_eigen (b c E : ℝ) (ψ : Fin 2 → ℂ) :
    twoLevel b c *ᵥ ψ = (E : ℂ) • ψ ↔
      -b * ψ 0 + c * ψ 1 = E * ψ 0 ∧ c * ψ 0 + b * ψ 1 = E * ψ 1 := by
  rw [funext_iff, Fin.forall_fin_two]
  simp [twoLevel, sigmaZ, sigmaX, Matrix.mulVec, dotProduct, Fin.sum_univ_two]

/-- For `b > 0` the lowest eigenvalue of `-b σ_z + c σ_x` is `-√(b² + c²)`. -/
theorem lower_energy {b : ℝ} (hb : 0 < b) (c : ℝ) :
    (∃ ψ : Fin 2 → ℂ, ψ ≠ 0 ∧
      twoLevel b c *ᵥ ψ = ((-√(b ^ 2 + c ^ 2) : ℝ) : ℂ) • ψ) ∧
    ∀ (E : ℝ) (ψ : Fin 2 → ℂ), ψ ≠ 0 → twoLevel b c *ᵥ ψ = (E : ℂ) • ψ →
      -√(b ^ 2 + c ^ 2) ≤ E := by
  have h0 := Real.sqrt_nonneg (b ^ 2 + c ^ 2)
  have hr := Real.sq_sqrt (by positivity : 0 ≤ b ^ 2 + c ^ 2)
  generalize √(b ^ 2 + c ^ 2) = r at *
  have hs : (r : ℂ) ^ 2 = (b : ℂ) ^ 2 + (c : ℂ) ^ 2 := by exact_mod_cast hr
  constructor
  · refine ⟨![(b : ℂ) + r, -c], fun h => ?_, (twoLevel_eigen _ _ _ _).2 ⟨?_, ?_⟩⟩
    · have q : (b : ℂ) + r = 0 := congrFun h 0
      have q' : b + r = 0 := by exact_mod_cast q
      linarith
    · show -(b : ℂ) * (b + r) + c * (-c) = ((-r : ℝ) : ℂ) * (b + r)
      rw [Complex.ofReal_neg]
      linear_combination hs
    · show (c : ℂ) * (b + r) + b * (-c) = ((-r : ℝ) : ℂ) * (-c)
      rw [Complex.ofReal_neg]
      ring
  · intro E ψ hψ h
    obtain ⟨e0, e1⟩ := (twoLevel_eigen _ _ _ _).1 h
    -- applying the Hamiltonian twice gives `E² = r²`
    have hE : E ^ 2 = r ^ 2 := by
      by_contra hne
      have hn : (E : ℂ) ^ 2 - (r : ℂ) ^ 2 ≠ 0 := fun q =>
        hne (by exact_mod_cast sub_eq_zero.mp q)
      have hx : ((E : ℂ) ^ 2 - (r : ℂ) ^ 2) * ψ 0 = 0 := by
        linear_combination (b - E) * e0 - c * e1 - ψ 0 * hs
      have hy : ((E : ℂ) ^ 2 - (r : ℂ) ^ 2) * ψ 1 = 0 := by
        linear_combination (-E - b) * e1 - c * e0 - ψ 1 * hs
      exact hψ (funext (Fin.forall_fin_two.2
        ⟨(mul_eq_zero.mp hx).resolve_left hn, (mul_eq_zero.mp hy).resolve_left hn⟩))
    nlinarith

/-- For `b > 0` a normalised eigenvector of `-b σ_z + c σ_x` with energy `-√(b² + c²)` has
moment `b / √(b² + c²)`. -/
theorem lower_state_moment {b c : ℝ} (hb : 0 < b) {ψ : Fin 2 → ℂ}
    (hn : star ψ ⬝ᵥ ψ = 1)
    (h : twoLevel b c *ᵥ ψ = ((-√(b ^ 2 + c ^ 2) : ℝ) : ℂ) • ψ) :
    star ψ ⬝ᵥ (sigmaZ *ᵥ ψ) = ((b / √(b ^ 2 + c ^ 2) : ℝ) : ℂ) := by
  have hr : 0 < √(b ^ 2 + c ^ 2) := Real.sqrt_pos.mpr (by positivity)
  generalize √(b ^ 2 + c ^ 2) = r at *
  have hr0 : (r : ℂ) ≠ 0 := by exact_mod_cast hr.ne'
  obtain ⟨e0, e1⟩ := (twoLevel_eigen _ _ _ _).1 h
  rw [Complex.ofReal_neg] at e0 e1
  have f0 := congrArg (starRingEnd ℂ) e0
  have f1 := congrArg (starRingEnd ℂ) e1
  simp only [map_add, map_mul, map_neg, Complex.conj_ofReal] at f0 f1
  have hn' : starRingEnd ℂ (ψ 0) * ψ 0 + starRingEnd ℂ (ψ 1) * ψ 1 = 1 := by
    simpa [dotProduct, Fin.sum_univ_two] using hn
  have hg : star ψ ⬝ᵥ (sigmaZ *ᵥ ψ) =
      starRingEnd ℂ (ψ 0) * ψ 0 - starRingEnd ℂ (ψ 1) * ψ 1 := by
    simp [sigmaZ, Matrix.mulVec, dotProduct, Fin.sum_univ_two, sub_eq_add_neg]
  rw [hg, Complex.ofReal_div, eq_div_iff hr0]
  linear_combination (1 / 2 : ℂ) * (starRingEnd ℂ (ψ 0) * e0 + ψ 0 * f0
    - starRingEnd ℂ (ψ 1) * e1 - ψ 1 * f1) + b * hn'

/-- For `b > 0` the moment of a normalised eigenvector of `-b σ_z + c σ_x` with energy
`-√(b² + c²)` is an integer exactly when `c = 0`. -/
theorem moment_integer_iff {b c : ℝ} (hb : 0 < b) {ψ : Fin 2 → ℂ}
    (hn : star ψ ⬝ᵥ ψ = 1)
    (h : twoLevel b c *ᵥ ψ = ((-√(b ^ 2 + c ^ 2) : ℝ) : ℂ) • ψ) :
    (∃ k : ℤ, star ψ ⬝ᵥ (sigmaZ *ᵥ ψ) = k) ↔ c = 0 := by
  rw [lower_state_moment hb hn h]
  constructor
  · rintro ⟨k, hk⟩
    have hk' : b / √(b ^ 2 + c ^ 2) = (k : ℝ) := by exact_mod_cast hk
    by_contra hc
    have hc2 : 0 < c ^ 2 := by positivity
    have hr : 0 < √(b ^ 2 + c ^ 2) := Real.sqrt_pos.mpr (by positivity)
    -- the moment lies strictly between 0 and 1
    have h0 : (0 : ℝ) < k := by rw [← hk']; exact div_pos hb hr
    have h1 : (k : ℝ) < 1 := by
      rw [← hk', div_lt_one hr]
      exact Real.lt_sqrt_of_sq_lt (by linarith)
    have h0' : 0 < k := by exact_mod_cast h0
    have h1' : k < 1 := by exact_mod_cast h1
    omega
  · intro hc
    have h1 : b / √(b ^ 2 + c ^ 2) = 1 := by
      rw [hc, show b ^ 2 + (0 : ℝ) ^ 2 = b ^ 2 by ring, Real.sqrt_sq hb.le,
        div_self hb.ne']
    exact ⟨1, by rw [h1]; simp⟩

end

end SpinMoment
```

```lean
#print axioms SpinMoment.integer_moment
#print axioms SpinMoment.lower_energy
#print axioms SpinMoment.moment_integer_iff
```

```
'SpinMoment.integer_moment' depends on axioms: [propext, Classical.choice, Quot.sound]
'SpinMoment.lower_energy' depends on axioms: [propext, Classical.choice, Quot.sound]
'SpinMoment.moment_integer_iff' depends on axioms: [propext, Classical.choice, Quot.sound]
```

In `lowerProj_comm`, `h1` carries the commutation into the eigenbasis, and `h2` compares matrix entries, treating equal and different eigenvalues separately. `lowerProj_idem` gives \(P^2=P\). `trace_split` forms \(Q_\pm\) and obtains their traces as dimensions of ranges; its `a` and `b` are \(N_\uparrow\) and \(N_\downarrow\). `integer_moment` combines these, and `omega` settles parity and bound.

`integer_moment_witness` shows that \(\sigma_z\otimes\sigma_x\) satisfies the hypotheses. It couples spin to orbitals without flipping spin, as an \(L_zS_z\) term does, so spin-orbit coupling of that kind keeps the integer.

`twoLevel_eigen` writes out the eigenvalue equation in components. `lower_energy` supplies the eigenvector above and derives \(E^2=r^2\) for every real eigenvalue, so none lies below \(-r\). The last `linear_combination` in `lower_state_moment` is the anticommutator argument in components: `e0` and `e1` are the eigenvalue equations, `f0` and `f1` their conjugates. `moment_integer_iff` then uses the fact that no integer lies strictly between 0 and 1.

To apply this to your molecule, you must accept a single one-particle matrix with levels either full or empty, so that no degenerate level is partly filled. Smeared occupations can make the moment fractional even when spin is conserved, so check those before blaming the spin-orbit term.
